# The nonretarded attraction of a one-pole atom to a perfect metal: an exponentially small thermal excess at low temperature

## From a pair of poles to a hyperbolic cotangent

Model an atom as an isotropic harmonic oscillator: it has a single transition frequency, and its polarizability doesn't depend on temperature. Let both that frequency and the spacing of the Matsubara frequencies be 1. At imaginary frequency ξ the polarizability, relative to its static value, is then 1/(1 + ξ²), and its sum over the positive Matsubara frequencies is

S = Σ_{n≥0} 1/(1 + (n+1)²).

It can be read off from the pole expansion of the cotangent, valid for every complex x that is not an integer:

π cot(πx) − 1/x = Σ_{n≥0} [1/(x − (n+1)) + 1/(x + (n+1))].

At x = i, each pair of poles combines into one term of S:

1/(i − (n+1)) + 1/(i + (n+1)) = 2i/(i² − (n+1)²) = −2i/(1 + (n+1)²).

On the left, cot(πi) = −i coth π and 1/i = −i. Hence −iπ coth π + i = −2iS, which gives S = (π coth π − 1)/2. Adding the static term at half weight leaves

1/2 + S = (π/2) coth π ≈ 1.5767.

The corresponding integral, ∫₀^∞ dξ/(1 + ξ²) = π/2 ≈ 1.5708, is smaller by less than half a percent, although the spacing is as large as the frequency itself.

## Any frequency and any spacing

Let w > 0 be the transition frequency and h > 0 the Matsubara spacing. At imaginary frequency ξ, the polarizability divided by its static value is w²/(w² + ξ²). The claim is that

h(1/2 + Σ_{n≥0} w²/(w² + (n+1)²h²)) = (πw/2) coth(πw/h).

Put a = w/h. Dividing numerator and denominator by h² turns each term into a²/(a² + (n+1)²). This is at most a²/(n+1)², so the series converges. Now evaluate the cotangent expansion at x = ia. Each pair of poles gives

−2ia/(a² + (n+1)²) = (−2i/a) · a²/(a² + (n+1)²),

and the left side is −iπ coth(πa) + i/a. Multiplying both sides by ia/2 yields

Σ_{n≥0} a²/(a² + (n+1)²) = (πa coth(πa) − 1)/2.

The half-weighted static term cancels the −1/2, and h · πa/2 = πw/2 gives the claim.

At zero temperature the sum becomes an integral. With ξ = wt,

∫₀^∞ w²/(w² + ξ²) dξ = w ∫₀^∞ dt/(1 + t²) = πw/2.

To compare the two, write for y > 0

coth y = (e^{2y} + 1)/(e^{2y} − 1) = 1 + 2/(e^{2y} − 1).

With y = πw/h, the relative excess of the sum over the integral is exactly 2/(e^{2πw/h} − 1). It is positive, and multiplied by e^{2πw/h} it equals 2/(1 − e^{−2πw/h}), which tends to 2 as h → 0⁺.

For the physical coefficient, let α₀ be the static polarizability, independent of temperature in this model, and write the nonretarded interaction free energy at distance z as −C₃/z³. In Gaussian units, with h = 2πkT/ħ,

C₃(T) = (kT/2)(α₀/2 + Σ_{n≥0} α₀ w²/(w² + (n+1)²h²)).

Here πw/h = ħw/(2kT), so the bracket is α₀(πw/(2h)) coth(πw/h), and

C₃(T) = (ħwα₀/8) coth(ħw/(2kT)).

For this nonretarded one-pole model at a perfect metal, replacing the Matsubara sum by the frequency integral therefore makes an error of 2/(e^{ħw/kT} − 1) relative to the integral, which is negligible when ħw is much larger than kT.

## The model as Lean definitions

All quantities are real numbers.

```lean
import Mathlib

open Real MeasureTheory Filter Set Topology

namespace LifshitzOnePole

noncomputable section

/-- Polarizability of a one-pole atom of frequency `w` at imaginary frequency `ξ`, relative to
its static value; the domain is `w ≠ 0` or `ξ ≠ 0`. -/
def response (w ξ : ℝ) : ℝ := w ^ 2 / (w ^ 2 + ξ ^ 2)
```

`response w ξ` is the dimensionless polarizability at imaginary frequency. A single undamped pole stands for the whole excitation spectrum of the atom, and neither its frequency nor its strength depends on temperature. This is exact for a harmonic oscillator. In a two-level atom with nondegenerate levels, thermal excitation multiplies the polarizability by tanh(ħw/(2kT)), which would cancel the coth in C₃(T).

```lean
/-- The hyperbolic cotangent, for `x ≠ 0`. -/
def coth (x : ℝ) : ℝ := Real.cosh x / Real.sinh x

/-- For `w, h > 0`, the Matsubara spacing `h` times the sum of the relative polarizability over the
nonnegative Matsubara frequencies, for a one-pole atom at a perfect metal; the static term has half
weight. -/
def thermalSum (w h : ℝ) : ℝ := h * (1 / 2 + ∑' n : ℕ, response w ((n + 1) * h))
```

In `thermalSum` the index `n` starts at 0, so `(n + 1) * h` runs through the positive Matsubara frequencies. The static response is 1 and enters as `1 / 2`: in the sum over all integers, the zero frequency occurs once, while every other one occurs with both signs. No reflection factor appears because a perfect metal reflects the electrostatic field completely at every imaginary frequency. Retardation is absent too, so the distance enters only through the prefactor 1/z³.

```lean
/-- The nonretarded coefficient of a one-pole atom at a perfect metal in Gaussian units, for
positive `hbar`, thermal energy `kT` and frequency `w`; `α₀` is the static polarizability. -/
def c3 (hbar kT α₀ w : ℝ) : ℝ :=
  kT / 2 * (α₀ / 2 + ∑' n : ℕ, α₀ * response w ((n + 1) * (2 * π * kT / hbar)))
```

`c3` restores the units. Its argument `kT` is a single real variable, the thermal energy, and the Matsubara spacing is written out as `2 * π * kT / hbar`. The formula for the coefficient is taken as a definition; it is not derived from electrodynamics.

## The sum at unit spacing

`HasSum f s` says that the series with terms `f` converges and has the value `s`.

```lean
/-- For `a > 0` the one-pole response, sampled at the positive integers, has a convergent sum
given by the hyperbolic cotangent. -/
theorem hasSum_response_unit {a : ℝ} (ha : 0 < a) :
    HasSum (fun n : ℕ => response a (n + 1)) ((π * a * coth (π * a) - 1) / 2) := by
  -- convergence by comparison with the inverse squares
  have hsum : Summable (fun n : ℕ => response a (n + 1)) := by
    have h0 : Summable (fun n : ℕ => 1 / ((n + 1 : ℕ) : ℝ) ^ 2) :=
      (summable_nat_add_iff 1).2 (Real.summable_one_div_nat_pow.2 one_lt_two)
    refine Summable.of_nonneg_of_le (fun n => ?_) (fun n => ?_) (h0.mul_left (a ^ 2))
    · unfold response
      positivity
    · rw [mul_one_div, response]
      push_cast
      exact div_le_div_of_nonneg_left (by positivity) (by positivity) (by nlinarith [sq_nonneg a])
  have ha' : (a : ℂ) ≠ 0 := by exact_mod_cast ha.ne'
  have hx : (a : ℂ) * Complex.I ∈ Complex.integerComplement := by
    rintro ⟨n, hn⟩
    exact ha.ne (by simpa using congrArg Complex.im hn)
  -- the poles at `n + 1` and `-(n + 1)` combine into one response term
  have hterm : ∀ n : ℕ, 1 / ((a : ℂ) * Complex.I - (n + 1)) + 1 / ((a : ℂ) * Complex.I + (n + 1))
      = (-2 * Complex.I / a) * ((response a (n + 1) : ℝ) : ℂ) := by
    intro n
    have h3 : (a : ℂ) ^ 2 + ((n : ℂ) + 1) ^ 2 ≠ 0 := by
      exact_mod_cast (by positivity : a ^ 2 + ((n : ℝ) + 1) ^ 2 ≠ 0)
    have hprod : ((a : ℂ) * Complex.I - (n + 1)) * ((a : ℂ) * Complex.I + (n + 1))
        = -((a : ℂ) ^ 2 + ((n : ℂ) + 1) ^ 2) := by
      linear_combination (a : ℂ) ^ 2 * Complex.I_sq
    have h12 := hprod ▸ neg_ne_zero.mpr h3
    rw [div_add_div _ _ (left_ne_zero_of_mul h12) (right_ne_zero_of_mul h12), hprod, response]
    push_cast
    field_simp
    ring
  have key := cot_series_rep' hx
  rw [tsum_congr hterm, tsum_mul_left, ← Complex.ofReal_tsum, ← mul_assoc,
    Complex.cot_eq_cos_div_sin, Complex.cos_mul_I, Complex.sin_mul_I] at key
  -- solve the cotangent identity for the real sum
  have solve : ∀ S : ℝ, (π : ℂ) * (Complex.cosh (π * a) / (Complex.sinh (π * a) * Complex.I))
      - 1 / (a * Complex.I) = -2 * Complex.I / a * S →
      S = (π * a * coth (π * a) - 1) / 2 := by
    intro S hS
    have hs : Complex.sinh (π * a) ≠ 0 := by
      exact_mod_cast (Real.sinh_pos_iff.2 (by positivity : 0 < π * a)).ne'
    have e1 : (-2 * Complex.I / a * S) * (a * Complex.I / 2) = (S : ℂ) := by
      have e : (-2 * Complex.I / a * S) * (a * Complex.I / 2)
          = -(Complex.I * Complex.I) * S * ((a : ℂ) / a) := by ring
      rw [e, Complex.I_mul_I, div_self ha']
      ring
    apply Complex.ofReal_injective
    rw [← e1, ← hS, coth]
    push_cast
    have hI := Complex.I_ne_zero
    field_simp
  rw [← solve _ key]
  exact hsum.hasSum
```

The first block, `hsum`, proves convergence by comparison with the inverse squares. Next, `hx` checks that ia is not an integer, because its imaginary part is a ≠ 0; this permits the use of the cotangent expansion, `cot_series_rep'`. The step `hterm` is the combination of two poles into one response term. Its denominator is found in `hprod`, where i² = −1 enters.

After the rewriting, `key` is the complex identity between the hyperbolic cotangent and the sum. The step `solve` extracts the real value by multiplying by ia/2, as in the derivation above, and then uses the fact that two real numbers are equal if they are equal as complex numbers. The last two lines join this value to the convergence from `hsum`.

## Rescaling to the Matsubara spacing

```lean
/-- For `w, h > 0` the terms of positive Matsubara frequency have a convergent sum, given by the
hyperbolic cotangent of `π w / h`. -/
theorem hasSum_response {w h : ℝ} (hw : 0 < w) (hh : 0 < h) :
    HasSum (fun n : ℕ => response w ((n + 1) * h))
      ((π * w / h * coth (π * w / h) - 1) / 2) := by
  have hscale : ∀ n : ℕ, response w ((n + 1) * h) = response (w / h) (n + 1) := by
    intro n
    unfold response
    field_simp
  simp only [hscale, mul_div_assoc]
  exact hasSum_response_unit (div_pos hw hh)
```

Here `hscale` is the substitution a = w/h, term by term, and the previous theorem does the rest.

```lean
/-- For `w, h > 0` the Matsubara series converges and the thermal sum is
`(π w / 2) coth (π w / h)`. -/
theorem thermalSum_eq {w h : ℝ} (hw : 0 < w) (hh : 0 < h) :
    Summable (fun n : ℕ => response w ((n + 1) * h)) ∧
      thermalSum w h = π * w / 2 * coth (π * w / h) := by
  refine ⟨(hasSum_response hw hh).summable, ?_⟩
  rw [thermalSum, (hasSum_response hw hh).tsum_eq]
  generalize coth (π * w / h) = C
  field_simp
  ring
```

The statement has two parts: the series converges, and the thermal sum has the closed form. The first part matters because Lean's infinite sum `∑'` is given the value 0 when a series diverges, so an equation alone would not show convergence. In the proof the hyperbolic cotangent is replaced by a letter `C`, after which only the cancellation of the two halves remains.

The hypothesis on h has a clear role. If h = 0, every term of the series is w²/w² = 1 and the series diverges, so convergence needs h ≠ 0. That weaker condition is not enough for the inequality between sum and integral proved below: for w = 1 and h = −1 the thermal sum is −(π/2) coth π, which lies below π/2.

## The zero-temperature integral and the exact excess

```lean
/-- For `w > 0` the zero-temperature integral of the response over imaginary frequency is
`π w / 2`. -/
theorem integral_response {w : ℝ} (hw : 0 < w) :
    ∫ ξ in Ioi (0 : ℝ), response w ξ = π * w / 2 := by
  have hscale : ∀ ξ, response w ξ = (1 + (w⁻¹ * ξ) ^ 2)⁻¹ := by
    intro ξ
    unfold response
    field_simp
  simp only [hscale]
  rw [integral_comp_mul_left_Ioi (fun x : ℝ => (1 + x ^ 2)⁻¹) 0 (inv_pos.2 hw), mul_zero,
    integral_Ioi_inv_one_add_sq, Real.arctan_zero, inv_inv, smul_eq_mul]
  ring
```

`Ioi (0 : ℝ)` is the half-line ξ > 0. The integrand is rewritten as a function of ξ/w, the change of variables supplies the factor w, and the arctangent integral gives π/2.

```lean
/-- For `y > 0` the hyperbolic cotangent is one plus twice the Bose occupation factor at `2 y`. -/
theorem coth_eq_one_add {y : ℝ} (hy : 0 < y) : coth y = 1 + 2 / (Real.exp (2 * y) - 1) := by
  have hE : 1 < Real.exp y := Real.one_lt_exp_iff.2 hy
  have h2 : Real.exp (2 * y) = Real.exp y ^ 2 := by rw [two_mul, Real.exp_add, sq]
  have hd : Real.exp y ^ 2 - 1 ≠ 0 := (by nlinarith : 0 < Real.exp y ^ 2 - 1).ne'
  have hs : Real.exp y - (Real.exp y)⁻¹ = (Real.exp y ^ 2 - 1) / Real.exp y := by
    field_simp
  rw [coth, Real.cosh_eq, Real.sinh_eq, Real.exp_neg, hs, h2]
  field_simp
  ring
```

This is the identity for coth y with y > 0. The positivity of y ensures that e^{2y} − 1 is not zero. The proof writes both hyperbolic functions through e^y and clears the denominators.

```lean
/-- For `w, h > 0` the thermal sum exceeds the zero-temperature integral by the relative amount
`2 / (exp (2 π w / h) - 1)`. -/
theorem thermal_excess {w h : ℝ} (hw : 0 < w) (hh : 0 < h) :
    thermalSum w h - ∫ ξ in Ioi (0 : ℝ), response w ξ
      = (∫ ξ in Ioi (0 : ℝ), response w ξ) * (2 / (Real.exp (2 * (π * w / h)) - 1)) := by
  rw [(thermalSum_eq hw hh).2, integral_response hw, coth_eq_one_add (by positivity)]
  ring
```

The excess is stated as a difference equal to the integral times the relative amount. The proof inserts the closed form, the value of the integral and the identity for the hyperbolic cotangent.

```lean
/-- For `w, h > 0` the thermal sum is strictly larger than the zero-temperature integral. -/
theorem integral_lt_thermalSum {w h : ℝ} (hw : 0 < w) (hh : 0 < h) :
    ∫ ξ in Ioi (0 : ℝ), response w ξ < thermalSum w h := by
  have hE : 0 < Real.exp (2 * (π * w / h)) - 1 :=
    sub_pos.2 (Real.one_lt_exp_iff.2 (by positivity))
  have hpos : 0 < π * w / 2 * (2 / (Real.exp (2 * (π * w / h)) - 1)) := by positivity
  have hex := thermal_excess hw hh
  rw [integral_response hw] at hex ⊢
  linarith
```

Since w/h is positive, the exponential exceeds 1 and the excess is positive. The thermal sum is therefore strictly larger at every positive spacing, not only at small ones.

## The low-temperature limit

```lean
/-- For `w > 0` the relative thermal excess, multiplied by `exp (2 π w / h)`, tends to `2` as the
Matsubara spacing `h` tends to zero from above. -/
theorem thermal_excess_asymptotic {w : ℝ} (hw : 0 < w) :
    Tendsto (fun h => (thermalSum w h - ∫ ξ in Ioi (0 : ℝ), response w ξ)
      / (∫ ξ in Ioi (0 : ℝ), response w ξ) * Real.exp (2 * (π * w / h))) (𝓝[>] 0) (𝓝 2) := by
  have hx : Tendsto (fun h : ℝ => 2 * π * w * h⁻¹) (𝓝[>] 0) atTop :=
    tendsto_inv_nhdsGT_zero.const_mul_atTop (by positivity)
  have hlim : Tendsto (fun h : ℝ => 2 / (1 - Real.exp (-(2 * π * w * h⁻¹)))) (𝓝[>] 0)
      (𝓝 (2 / (1 - 0))) :=
    tendsto_const_nhds.div
      (tendsto_const_nhds.sub (Real.tendsto_exp_neg_atTop_nhds_zero.comp hx)) (by norm_num)
  rw [show (2 : ℝ) / (1 - 0) = 2 by norm_num] at hlim
  refine hlim.congr' ?_
  filter_upwards [self_mem_nhdsWithin] with h hmem
  have hh : 0 < h := hmem
  -- insert the exact excess and cancel the integral
  rw [thermal_excess hw hh, integral_response hw,
    show 2 * π * w * h⁻¹ = 2 * (π * w / h) by ring, Real.exp_neg]
  have hE : 1 < Real.exp (2 * (π * w / h)) := Real.one_lt_exp_iff.2 (by positivity)
  generalize Real.exp (2 * (π * w / h)) = E at hE ⊢
  have hE0 : E ≠ 0 := by linarith
  have hE1 : E - 1 ≠ 0 := (sub_pos.2 hE).ne'
  rw [show 1 - E⁻¹ = (E - 1) / E by field_simp]
  field_simp
```

`Tendsto` with `𝓝[>] 0` and `𝓝 2` expresses a limit: as h approaches 0 through positive values, with w fixed, the relative excess times `Real.exp (2 * (π * w / h))` approaches 2. This fixes the prefactor as well as the exponent.

The proof first shows that 2πw/h grows without bound (`hx`), and then that 2/(1 − e^{−2πw/h}) tends to 2 (`hlim`). The remaining lines show that this expression agrees with the one in the theorem for every h > 0. They insert the exact excess, cancel the integral, and write `E` for the exponential, so that the comparison becomes one between rational expressions in `E`.

## The coefficient in physical units

```lean
/-- For positive `hbar`, `kT` and `w`, the nonretarded coefficient times
`tanh (hbar w / (2 kT))` is `hbar w α₀ / 8`. -/
theorem c3_mul_tanh {hbar kT w : ℝ} (α₀ : ℝ) (hb : 0 < hbar) (hT : 0 < kT) (hw : 0 < w) :
    c3 hbar kT α₀ w * Real.tanh (hbar * w / (2 * kT)) = hbar * w * α₀ / 8 := by
  have hh : 0 < 2 * π * kT / hbar := by positivity
  have hy : π * w / (2 * π * kT / hbar) = hbar * w / (2 * kT) := by
    field_simp
  have hky : kT * (hbar * w / (2 * kT)) = hbar * w / 2 := by
    field_simp
  have hpos : 0 < hbar * w / (2 * kT) := by positivity
  rw [c3, tsum_mul_left, (hasSum_response hw hh).tsum_eq, hy]
  generalize hbar * w / (2 * kT) = y at hky hpos ⊢
  have hct : coth y * Real.tanh y = 1 := by
    have hs := (Real.sinh_pos_iff.2 hpos).ne'
    have hc := (Real.cosh_pos y).ne'
    rw [coth, Real.tanh_eq_sinh_div_cosh]
    field_simp
  linear_combination (kT * α₀ * y / 4) * hct + α₀ / 4 * hky

end

end LifshitzOnePole
```

The theorem states the result for C₃(T) as a product with the hyperbolic tangent. For positive ħ, w and kT that tangent is positive, and dividing by it gives the form with coth derived above. The static polarizability `α₀` may be any real number, since it enters only as a factor.

In the proof, `hy` identifies πw/h with ħw/(2kT), which is then called `y`. Pulling `α₀` out of the series and inserting its value turns the coefficient into kTα₀ y coth(y)/4. The step `hct` removes the product of coth and tanh, and `hky`, which says kT · y = ħw/2, leaves ħwα₀/8. The final `linear_combination` carries out these two replacements together.

```lean
#print axioms LifshitzOnePole.integral_lt_thermalSum
#print axioms LifshitzOnePole.thermal_excess_asymptotic
#print axioms LifshitzOnePole.c3_mul_tanh
```

```
'LifshitzOnePole.integral_lt_thermalSum' depends on axioms: [propext, Classical.choice, Quot.sound]
'LifshitzOnePole.thermal_excess_asymptotic' depends on axioms: [propext, Classical.choice, Quot.sound]
'LifshitzOnePole.c3_mul_tanh' depends on axioms: [propext, Classical.choice, Quot.sound]
```
